# On a nearest-neighbour chain with fixed coupling, the amplitude decay length diverges as the inverse square root of the closing gap

A local correlation calculation that keeps its cutoff radius fixed while the gap narrows can discard more and more of what it was meant to keep. If amplitudes fall off as \(e^{-R/\xi}\) with distance \(R\), a radius that was generous for a short decay length \(\xi\) becomes too small for a long one. Knowing how \(\xi\) depends on the gap gives a rule for adjusting the radius.

For an infinite chain with one amplitude per site and a linear nearest-neighbour equation, the answer is \(\xi\approx\sqrt{b/\text{gap}}\) site spacings at small gap. Here \(b>0\) is the coupling between neighbours, and the gap is the lower edge of the spectrum of the amplitude equation, the model's counterpart of the smallest orbital-energy denominator. In this model, at fixed \(b\) and small gap, making the gap four times smaller calls for a cutoff radius about twice as large if \(e^{-R/\xi}\) is to have the same value at the cutoff.

## The amplitude equation and its decay length

```lean
import Mathlib

open Filter Topology

namespace LocalCorrelationDecay

noncomputable section

/-- Left-hand side of the amplitude equation on a chain, with diagonal element `a` and
nearest-neighbour coupling `b`. -/
def residual (a b : ℝ) (t : ℤ → ℝ) (n : ℤ) : ℝ :=
  a * t n - b * (t (n - 1) + t (n + 1))
```

The amplitudes are a function `t : ℤ → ℝ`, one real number \(t_n\) for each integer site \(n\). The definition reads

\[
\text{residual}_n = a\,t_n - b\,(t_{n-1}+t_{n+1}).
\]

The diagonal element \(a\) plays the part of an energy denominator. The coupling \(b\) stands for the off-diagonal Fock elements that link amplitudes in a localised orbital basis. A site without a source has residual zero.

```lean
/-- The gap `a - 2b`. -/
def gap (a b : ℝ) : ℝ := a - 2 * b
```

On a plane wave \(t_n=e^{ikn}\) the equation multiplies the amplitude by \(a-2b\cos k\), whose smallest value for \(b>0\) is \(a-2b\). This is the gap meant here. The condition \(a>2b\) says that it is open.

```lean
/-- The factor by which an amplitude shrinks from one site to the next, for `b > 0` and
`a > 2b`. -/
def decayFactor (a b : ℝ) : ℝ := (a - √(a ^ 2 - 4 * b ^ 2)) / (2 * b)
```

The decay factor is

\[
q=\frac{a-\sqrt{a^2-4b^2}}{2b},
\]

the ratio of the amplitudes on successive sites. The definition accepts any real \(a\) and \(b\); the conditions that give it its meaning appear as hypotheses in the theorems.

```lean
/-- The decay length `-1 / log q` in units of the site spacing, with `q` the decay factor,
for `b > 0` and `a > 2b`. -/
def decayLength (a b : ℝ) : ℝ := -1 / Real.log (decayFactor a b)
```

The decay length is \(\xi=-1/\log q\), so that \(q^n=e^{-n/\xi}\). It is measured in site spacings.

```lean
/-- For `b > 0` and `a > 2b` the decay factor lies strictly between 0 and 1 and solves the
characteristic equation `b (q² + 1) = a q`. -/
theorem decayFactor_spec {a b : ℝ} (hb : 0 < b) (ha : 2 * b < a) :
    0 < decayFactor a b ∧ decayFactor a b < 1 ∧
      b * (decayFactor a b ^ 2 + 1) = a * decayFactor a b := by
  have hs : √(a ^ 2 - 4 * b ^ 2) ^ 2 = a ^ 2 - 4 * b ^ 2 :=
    Real.sq_sqrt (by nlinarith)
  have hs0 := Real.sqrt_nonneg (a ^ 2 - 4 * b ^ 2)
  have hq : 2 * b * decayFactor a b = a - √(a ^ 2 - 4 * b ^ 2) := by
    unfold decayFactor
    exact mul_div_cancel₀ _ (by positivity)
  generalize √(a ^ 2 - 4 * b ^ 2) = s at hs hs0 hq
  have h1 : s < a := lt_of_pow_lt_pow_left₀ 2 (by linarith) (by nlinarith)
  have h2 : a - 2 * b < s :=
    lt_of_pow_lt_pow_left₀ 2 hs0 (by nlinarith [mul_pos hb (sub_pos.2 ha)])
  refine ⟨?_, ?_, ?_⟩
  · by_contra h
    nlinarith
  · by_contra h
    nlinarith
  · have h4 : 4 * b ≠ 0 := by positivity
    apply mul_left_cancel₀ h4
    linear_combination (2 * b * decayFactor a b - a - s) * hq + hs
```

In a Lean theorem, the named assumptions come first, and the claim follows the colon after them. Here `hb` says \(b>0\), `ha` says \(a>2b\), and `∧` means "and". The claim is \(0<q<1\) together with \(b(q^2+1)=aq\).

By hand, put \(s=\sqrt{a^2-4b^2}\), so that \(2bq=a-s\).

- Since \(s^2<a^2\), we have \(s<a\), and hence \(q>0\).
- Since \((a-2b)^2<(a-2b)(a+2b)=s^2\), we have \(a-2b<s\). Hence \(2bq<2b\) and \(q<1\).
- Completing the square gives
\[
4b\,[\,b(q^2+1)-aq\,]=(2bq-a)^2-a^2+4b^2=s^2-a^2+4b^2=0 .
\]

The proof has the same three parts. `h1` and `h2` are the two bounds on \(s\), `nlinarith` settles inequalities that involve products, and `linear_combination` verifies the last identity from the equations it is given.

```lean
/-- For `b > 0` and `a > 2b` the decay length is positive. -/
theorem decayLength_pos {a b : ℝ} (hb : 0 < b) (ha : 2 * b < a) :
    0 < decayLength a b := by
  obtain ⟨h0, h1, -⟩ := decayFactor_spec hb ha
  exact div_pos_of_neg_of_neg (by norm_num) (Real.log_neg h0 h1)
```

Because \(0<q<1\), \(\log q\) is negative, and \(-1/\log q\) is a quotient of two negative numbers. Thus \(\xi>0\).

## The length that the equation selects

```lean
/-- For `b > 0` and `a > 2b` the decay length `ξ` satisfies `a = 2b cosh(1/ξ)`. -/
theorem diagonal_eq_cosh {a b : ℝ} (hb : 0 < b) (ha : 2 * b < a) :
    a = 2 * b * Real.cosh (1 / decayLength a b) := by
  obtain ⟨h0, -, h⟩ := decayFactor_spec hb ha
  have hL : 1 / decayLength a b = -Real.log (decayFactor a b) := by
    unfold decayLength
    rw [one_div_div]
    ring
  rw [hL, Real.cosh_neg, Real.cosh_eq, Real.exp_neg, Real.exp_log h0]
  have hi : decayFactor a b * (decayFactor a b)⁻¹ = 1 := mul_inv_cancel₀ h0.ne'
  generalize (decayFactor a b)⁻¹ = r at hi ⊢
  linear_combination (-r) * h - (a - b * decayFactor a b) * hi
```

From \(1/\xi=-\log q\) we get \(e^{1/\xi}=1/q\) and \(e^{-1/\xi}=q\). Dividing the characteristic equation by \(q\) gives

\[
a=b\left(q+\frac1q\right)=2b\cosh\frac1\xi .
\]

In the proof, `hL` is the first relation, and the `rw` line rewrites the hyperbolic cosine in terms of \(q\) and its inverse. The final line is the division by \(q\).

```lean
/-- For `b > 0`, `a > 2b` and a length `ξ > 0`, the exponential `exp(-n/ξ)` solves the
source-free amplitude equation at all sites `n ≥ 1` exactly when `ξ` is the decay length. -/
theorem exponential_solves_iff {a b ξ : ℝ} (hb : 0 < b) (ha : 2 * b < a) (hξ : 0 < ξ) :
    (∀ n : ℤ, 0 < n → residual a b (fun m => Real.exp (-(m : ℝ) / ξ)) n = 0) ↔
      ξ = decayLength a b := by
  -- on an exponential the equation factorises
  have key : ∀ n : ℤ, residual a b (fun m => Real.exp (-(m : ℝ) / ξ)) n =
      Real.exp (-(n : ℝ) / ξ) * (a - 2 * b * Real.cosh (1 / ξ)) := by
    intro n
    have e1 : Real.exp (-((n - 1 : ℤ) : ℝ) / ξ) =
        Real.exp (-(n : ℝ) / ξ) * Real.exp (1 / ξ) := by
      rw [← Real.exp_add]
      congr 1
      push_cast
      ring
    have e2 : Real.exp (-((n + 1 : ℤ) : ℝ) / ξ) =
        Real.exp (-(n : ℝ) / ξ) * Real.exp (-(1 / ξ)) := by
      rw [← Real.exp_add]
      congr 1
      push_cast
      ring
    simp only [residual]
    rw [e1, e2, Real.cosh_eq]
    ring
  have hc := diagonal_eq_cosh hb ha
  have hp := decayLength_pos hb ha
  constructor
  · intro h
    have h1 := h 1 one_pos
    rw [key] at h1
    have h2 := (mul_eq_zero.1 h1).resolve_left (Real.exp_ne_zero _)
    have h3 : Real.cosh (1 / ξ) = Real.cosh (1 / decayLength a b) := by
      have h4 : 2 * b ≠ 0 := by positivity
      apply mul_left_cancel₀ h4
      linarith
    -- cosh is injective on positive arguments
    have h5 : 1 / ξ = 1 / decayLength a b :=
      Real.cosh_strictMonoOn.injOn (Set.mem_Ici.2 (one_div_pos.2 hξ).le)
        (Set.mem_Ici.2 (one_div_pos.2 hp).le) h3
    simpa using h5
  · intro h n _
    rw [key, h, sub_eq_zero.2 hc, mul_zero]
```

This theorem ties the formula for the decay length to the equation. Here alone, \(\xi\) is an arbitrary positive trial length, and \(\xi_d\) denotes `decayLength a b`. The symbol `↔` means "exactly when": the exponential \(e^{-n/\xi}\) has zero residual at every site \(n\ge1\) exactly when \(\xi=\xi_d\).

Insert the exponential. The left neighbour contributes a factor \(e^{1/\xi}\) and the right neighbour a factor \(e^{-1/\xi}\), so

\[
\text{residual}_n=e^{-n/\xi}\left(a-2b\cosh\frac1\xi\right).
\]

This is `key`, with `e1` and `e2` for the two neighbours. If the residual vanishes at \(n=1\), the bracket must vanish, since the exponential never does. Then \(\cosh(1/\xi)=\cosh(1/\xi_d)\). As cosh is strictly increasing on non-negative arguments, \(\xi=\xi_d\). Conversely, \(\xi=\xi_d\) makes the bracket zero and solves the equation at every site.

The theorem compares decaying exponentials with one another on the source-free side \(n\ge1\). It says nothing about the equation at a source on site 0, about the prefactor such a source would fix, or about solutions of other shapes.

## Gap and length at finite gap

```lean
/-- For `b > 0` and `a > 2b` the gap and the decay length `ξ` are tied by
`gap = 4b sinh²(1/(2ξ))`. -/
theorem gap_eq_sinh_sq {a b : ℝ} (hb : 0 < b) (ha : 2 * b < a) :
    gap a b = 4 * b * Real.sinh (1 / (2 * decayLength a b)) ^ 2 := by
  have h := diagonal_eq_cosh hb ha
  have h2 : 1 / decayLength a b = 2 * (1 / (2 * decayLength a b)) := by ring
  rw [h2, Real.cosh_two_mul, Real.cosh_sq] at h
  unfold gap
  linear_combination h
```

From here on \(\xi\) is again the decay length. With \(y=1/(2\xi)\) and \(\cosh 2y=1+2\sinh^2y\),

\[
\text{gap}=a-2b=2b(\cosh 2y-1)=4b\sinh^2\frac{1}{2\xi}.
\]

This holds at every positive gap. The proof writes \(1/\xi\) as \(2y\), applies the double-angle formula and rearranges.

```lean
/-- At fixed coupling `b > 0`, raising the diagonal element from `a > 2b` to `a' > a` makes
the decay length strictly shorter. -/
theorem decayLength_lt_of_lt {a a' b : ℝ} (hb : 0 < b) (ha : 2 * b < a) (h : a < a') :
    decayLength a' b < decayLength a b := by
  have hp := decayLength_pos hb ha
  have hp' := decayLength_pos hb (ha.trans h)
  have h1 := diagonal_eq_cosh hb ha
  have h2 := diagonal_eq_cosh hb (ha.trans h)
  have h3 : Real.cosh (1 / decayLength a b) < Real.cosh (1 / decayLength a' b) := by
    by_contra hn
    nlinarith
  rw [Real.cosh_lt_cosh, abs_of_pos (one_div_pos.2 hp), abs_of_pos (one_div_pos.2 hp')] at h3
  exact (one_div_lt_one_div hp hp').1 h3
```

Take two diagonal elements \(a<a'\) at the same \(b\), with decay lengths \(\xi\) and \(\xi'\). Since \(a=2b\cosh(1/\xi)\) and \(a'=2b\cosh(1/\xi')\), we have \(\cosh(1/\xi)<\cosh(1/\xi')\). Both arguments are positive, so \(1/\xi<1/\xi'\), which means \(\xi'<\xi\). A wider gap at fixed coupling therefore gives a strictly shorter decay length. In the code, `h3` is the comparison of the two hyperbolic cosines.

```lean
/-- For `y > 0`, `sinh y < y cosh y`. -/
theorem sinh_lt_mul_cosh {y : ℝ} (hy : 0 < y) : Real.sinh y < y * Real.cosh y := by
  have hd : ∀ x : ℝ, HasDerivAt (fun x => x * Real.cosh x - Real.sinh x)
      (x * Real.sinh x) x := fun x => by
    have h := ((hasDerivAt_id' x).fun_mul (Real.hasDerivAt_cosh x)).fun_sub
      (Real.hasDerivAt_sinh x)
    refine h.congr_deriv ?_
    show 1 * Real.cosh x + x * Real.sinh x - Real.cosh x = x * Real.sinh x
    ring
  have hm : StrictMonoOn (fun x => x * Real.cosh x - Real.sinh x) (Set.Ici (0 : ℝ)) := by
    refine strictMonoOn_of_deriv_pos (convex_Ici 0)
      (fun x _ => (hd x).continuousAt.continuousWithinAt) (fun x hx => ?_)
    have hx' : 0 < x := by simpa using hx
    rw [(hd x).deriv]
    exact mul_pos hx' (Real.sinh_pos_iff.2 hx')
  have h := hm (Set.mem_Ici.2 le_rfl) (Set.mem_Ici.2 hy.le) hy
  simp only [zero_mul, Real.sinh_zero, sub_zero] at h
  linarith
```

This is a calculus lemma for the next estimate. Let \(f(x)=x\cosh x-\sinh x\). Then \(f(0)=0\) and \(f'(x)=x\sinh x>0\) for \(x>0\), so \(f(y)>0\) for every \(y>0\). In the proof, `hd` computes the derivative and `hm` draws the conclusion that \(f\) is strictly increasing on \([0,\infty)\).

```lean
/-- For `b > 0` and `a > 2b` the decay length `ξ` obeys
`b < gap · ξ² < b + gap/4`. -/
theorem gap_mul_decayLength_sq_bounds {a b : ℝ} (hb : 0 < b) (ha : 2 * b < a) :
    b < gap a b * decayLength a b ^ 2 ∧
      gap a b * decayLength a b ^ 2 < b + gap a b / 4 := by
  have hp := decayLength_pos hb ha
  rw [gap_eq_sinh_sq hb ha]
  generalize decayLength a b = ξ at hp ⊢
  have hy : 0 < 1 / (2 * ξ) := by positivity
  have hxy : 2 * ξ * (1 / (2 * ξ)) = 1 := mul_one_div_cancel (by positivity)
  have h1 := Real.self_lt_sinh_iff.2 hy
  have h2 := sinh_lt_mul_cosh hy
  have h3 := Real.cosh_sq (1 / (2 * ξ))
  generalize 1 / (2 * ξ) = y at *
  -- the scaled quantity 2 ξ sinh y lies between 1 and cosh y
  have hw1 : 1 < 2 * ξ * Real.sinh y := by
    calc 1 = 2 * ξ * y := hxy.symm
      _ < 2 * ξ * Real.sinh y := by gcongr
  have hw2 : 2 * ξ * Real.sinh y < Real.cosh y := by
    calc 2 * ξ * Real.sinh y < 2 * ξ * (y * Real.cosh y) := by gcongr
      _ = Real.cosh y := by rw [← mul_assoc, hxy, one_mul]
  have hl : 1 < (2 * ξ * Real.sinh y) ^ 2 := by nlinarith
  have hu : (2 * ξ * Real.sinh y) ^ 2 < Real.sinh y ^ 2 + 1 := by
    rw [← h3]
    nlinarith
  constructor
  · linarith [mul_lt_mul_of_pos_left hl hb]
  · linarith [mul_lt_mul_of_pos_left hu hb]
```

The claim is

\[
b<\text{gap}\cdot\xi^2<b+\tfrac14\,\text{gap}.
\]

With \(y=1/(2\xi)\), the sinh relation gives

\[
\text{gap}\cdot\xi^2=b\,(2\xi\sinh y)^2=b\left(\frac{\sinh y}{y}\right)^2 .
\]

From \(y<\sinh y<y\cosh y\), the ratio \(\sinh y/y\) lies between 1 and \(\cosh y\). Squaring and using \(\cosh^2y=1+\sinh^2y\),

\[
b<\text{gap}\cdot\xi^2<b+b\sinh^2y=b+\tfrac14\,\text{gap}.
\]

In Lean, `hw1` and `hw2` are the two bounds on \(2\xi\sinh y\), and `hl` and `hu` are their squares. The last two lines multiply by \(b\).

Dividing by the gap turns the estimate into

\[
\frac{b}{\text{gap}}<\xi^2<\frac{b}{\text{gap}}+\frac14 ,
\]

so \(\sqrt{b/\text{gap}}\) always underestimates the decay length of this chain, and the error in \(\xi^2\) is less than a quarter of a squared site spacing.

## The closing gap

```lean
/-- At fixed coupling `b > 0`, as the gap closes from above, the square root of the gap times
the decay length tends to `√b`. -/
theorem sqrt_gap_mul_decayLength_tendsto {b : ℝ} (hb : 0 < b) :
    Tendsto (fun a => √(gap a b) * decayLength a b) (𝓝[>] (2 * b)) (𝓝 (√b)) := by
  have hc : Continuous (fun a => b + gap a b / 4) := by
    unfold gap
    fun_prop
  have hu : Tendsto (fun a => b + gap a b / 4) (𝓝[>] (2 * b))
      (𝓝 (b + gap (2 * b) b / 4)) := (hc.tendsto (2 * b)).mono_left nhdsWithin_le_nhds
  have e : b + gap (2 * b) b / 4 = b := by
    unfold gap
    ring
  rw [e] at hu
  -- squeeze gap · ξ² between b and b + gap/4
  have hsq : Tendsto (fun a => gap a b * decayLength a b ^ 2) (𝓝[>] (2 * b)) (𝓝 b) := by
    refine tendsto_of_tendsto_of_tendsto_of_le_of_le' tendsto_const_nhds hu ?_ ?_
    · filter_upwards [self_mem_nhdsWithin] with a ha
      exact (gap_mul_decayLength_sq_bounds hb ha).1.le
    · filter_upwards [self_mem_nhdsWithin] with a ha
      exact (gap_mul_decayLength_sq_bounds hb ha).2.le
  refine ((Real.continuous_sqrt.tendsto b).comp hsq).congr' ?_
  filter_upwards [self_mem_nhdsWithin] with a ha
  have hg : 0 ≤ gap a b := (sub_pos.2 ha).le
  simp only [Function.comp_apply]
  rw [Real.sqrt_mul hg, Real.sqrt_sq (decayLength_pos hb ha).le]

end

end LocalCorrelationDecay
```

`Tendsto f F G` says that `f` goes to the limit described by `G` as its argument moves as described by `F`. Here `𝓝[>] (2 * b)` means that \(a\) approaches \(2b\) from above, and `𝓝 (√b)` means that the values approach \(\sqrt b\). The coupling \(b>0\) stays fixed. In ordinary notation,

\[
\lim_{a\to 2b^+}\sqrt{a-2b}\;\xi=\sqrt b .
\]

By hand, the preceding bounds place \(\text{gap}\cdot\xi^2\) between \(b\) and \(b+\text{gap}/4\). The upper bound tends to \(b\) as the gap closes, so the quantity between them does too. The square root is continuous, and \(\sqrt{\text{gap}\cdot\xi^2}=\sqrt{\text{gap}}\;\xi\) because \(\xi>0\). This gives the limit.

The proof takes these steps in order. `hu` is the limit of the upper bound, `hsq` is the squeeze, and the closing lines take the square root. Each `filter_upwards [self_mem_nhdsWithin]` restricts attention to \(a>2b\), where the earlier theorems apply.

The exponent and the constant \(\sqrt b\) are proved here only for a one-dimensional chain whose \(a\) and \(b\) are the same at every site. A real molecule has many coupled pair amplitudes, longer-range couplings and a three-dimensional arrangement of orbitals. Its source terms also reach beyond one site. For two distant localised occupied orbitals they fall off as the inverse cube of the distance, and the amplitudes follow that power law instead of an exponential, so a cutoff on this distance lies outside the model. Where the decay is exponential, the chain suggests that a smaller gap calls for a larger radius, but it gives no error bound.

```lean
#print axioms LocalCorrelationDecay.exponential_solves_iff
-- 'LocalCorrelationDecay.exponential_solves_iff' depends on axioms: [propext, Classical.choice, Quot.sound]
#print axioms LocalCorrelationDecay.decayLength_lt_of_lt
-- 'LocalCorrelationDecay.decayLength_lt_of_lt' depends on axioms: [propext, Classical.choice, Quot.sound]
#print axioms LocalCorrelationDecay.sqrt_gap_mul_decayLength_tendsto
-- 'LocalCorrelationDecay.sqrt_gap_mul_decayLength_tendsto' depends on axioms: [propext, Classical.choice, Quot.sound]
```
